# The fourth-power sum of a rotated cosine–sine orbital pair on a ring

On a finite ring of $N>0$ sites, a cosine and a sine orbital with wave number $k$ and prefactor $\sqrt{2/N}$ are mixed by a rotation through the angle $\varphi$. `fourthPowerSum_eq` states that the fourth powers of both rotated orbitals' amplitudes, summed over the sites, give $3/N + N^{-2}\sum_{a=0}^{N-1}\cos(8\pi ka/N-4\varphi)$. No Hamiltonian enters, and $k$ is any natural number; if $2k$ is a multiple of $N$, the rotated orbitals are in general not normalised, and each nonzero one would contribute $1/N$ after normalisation. The attempt writes the rotation as a phase shift, applies $\cos^4 y+\sin^4 y=\tfrac34+\tfrac14\cos 4y$ at each site, and sums.

In Lean, a first try:

```lean
import Mathlib

open Finset Real

namespace DegenerateRingOrbitals

noncomputable section

/-- The phase `2πka/N` of the wave with wave number `k` at site `a` of an `N`-site ring. -/
def phase (N k a : ℕ) : ℝ := 2 * π * k * a / N

/-- Site amplitude of the cosine orbital. -/
def cosOrb (N k a : ℕ) : ℝ := √(2 / N) * cos (phase N k a)

/-- Site amplitude of the sine orbital. -/
def sinOrb (N k a : ℕ) : ℝ := √(2 / N) * sin (phase N k a)

/-- First orbital of the pair after rotation by the angle `φ`. -/
def rotA (N k : ℕ) (φ : ℝ) (a : ℕ) : ℝ :=
  cos φ * cosOrb N k a + sin φ * sinOrb N k a

/-- Second orbital of the pair after rotation by the angle `φ`. -/
def rotB (N k : ℕ) (φ : ℝ) (a : ℕ) : ℝ :=
  -sin φ * cosOrb N k a + cos φ * sinOrb N k a

/-- Sum over the sites of the fourth powers of the amplitudes of both rotated orbitals. -/
def fourthPowerSum (N k : ℕ) (φ : ℝ) : ℝ :=
  ∑ a ∈ range N, (rotA N k φ a ^ 4 + rotB N k φ a ^ 4)

/-- Rotating the pair by `φ` shifts the phase of both orbitals by `φ`. -/
theorem rotated_pair (N k : ℕ) (φ : ℝ) (a : ℕ) :
    rotA N k φ a = √(2 / N) * cos (phase N k a - φ) ∧
    rotB N k φ a = √(2 / N) * sin (phase N k a - φ) := by
  constructor
  · rw [Real.cos_sub]; unfold rotA cosOrb sinOrb; ring
  · rw [Real.sin_sub]; unfold rotB cosOrb sinOrb; ring

/-- The fourth-power sum is `3/N` plus a sum over the ring of a wave with wave number `4k`. -/
theorem fourthPowerSum_eq (N k : ℕ) (hN : 0 < N) (φ : ℝ) :
    fourthPowerSum N k φ
      = 3 / N + 1 / (N : ℝ) ^ 2 * ∑ a ∈ range N, cos (phase N (4 * k) a - 4 * φ) := by
  have hN' : (N : ℝ) ≠ 0 := by positivity
  have hs : √(2 / (N : ℝ)) ^ 2 = 2 / N := Real.sq_sqrt (by positivity)
  have hs4 : √(2 / (N : ℝ)) ^ 4 = (2 / N) ^ 2 := by rw [← hs]; ring
  -- cos⁴ + sin⁴ contains only a constant and the fourth harmonic
  have quartic : ∀ y : ℝ, cos y ^ 4 + sin y ^ 4 = 3 / 4 + cos (4 * y) / 4 := by
    intro y
    have h : cos (4 * y) = 2 * (2 * cos y ^ 2 - 1) ^ 2 - 1 := by
      rw [show 4 * y = 2 * (2 * y) by ring, Real.cos_two_mul (2 * y), Real.cos_two_mul y]
    have h' : sin y ^ 4 = (1 - cos y ^ 2) ^ 2 := by rw [← Real.sin_sq]; ring
    rw [h, h']; ring
  have pt : ∀ a, rotA N k φ a ^ 4 + rotB N k φ a ^ 4
      = 3 / (N : ℝ) ^ 2 + 1 / (N : ℝ) ^ 2 * cos (phase N (4 * k) a - 4 * φ) := by
    intro a
    have hp : phase N (4 * k) a - 4 * φ = 4 * (phase N k a - φ) := by
      unfold phase; push_cast; ring
    rw [(rotated_pair N k φ a).1, (rotated_pair N k φ a).2, mul_pow, mul_pow, ← mul_add,
      quartic, hs4, hp]
    ring
  have hc : (N : ℝ) * (3 / (N : ℝ) ^ 2) = 3 / N := by field_simp
  unfold fourthPowerSum
  rw [sum_congr rfl fun a _ => pt a, sum_add_distrib, ← mul_sum, sum_const, card_range,
    nsmul_eq_mul, hc]

end

end DegenerateRingOrbitals
```

The error:

```
Try this:
  [apply] ring_nf
  
  The `ring` tactic failed to close the goal. Use `ring_nf` to obtain a normal form.
    
  Note that `ring` works primarily in *commutative* rings. If you have a noncommutative ring, abelian group or module, consider using `noncomm_ring`, `abel` or `module` instead.
Main.lean:44:49: error: unsolved goals
N k : ℕ
hN : 0 < N
φ : ℝ
hN' : ↑N ≠ 0
hs : √(2 / ↑N) ^ 2 = 2 / ↑N
⊢ √(√((↑N)⁻¹ * 2) ^ 2) ^ 4 = √((↑N)⁻¹ * 2) ^ 4
```

Cause. The error lies in the auxiliary fact `hs4`, that $\sqrt{2/N}^{\,4}=(2/N)^2$. Used backwards, `rw [← hs]` replaces every `2 / N` in the goal by `√(2 / N) ^ 2`, including the one under the root on the left. That side becomes $\sqrt{\sqrt{2/N}^{\,2}}^{\,4}$, while the right becomes $(\sqrt{2/N}^{\,2})^2$.

The two sides are still equal, but showing it requires simplifying the root of a square, which `ring` does not do. The message "Try this: ring_nf" reports that `ring` could not close the goal, and the "unsolved goals" error shows what remained after normalisation, with `2 / N` written as `(↑N)⁻¹ * 2`.

The repair leaves the argument of the root alone. It first uses `pow_mul` to write the fourth power as the square of a square, then applies `hs` forwards, turning `√(2 / N) ^ 2` into `2 / N`. Both sides are then `(2 / N) ^ 2`, and `rw` closes the goal by reflexivity, so `ring` is no longer needed there.

After these edits no error is left:

```diff
@@ -42,5 +42,6 @@
   have hN' : (N : ℝ) ≠ 0 := by positivity
   have hs : √(2 / (N : ℝ)) ^ 2 = 2 / N := Real.sq_sqrt (by positivity)
-  have hs4 : √(2 / (N : ℝ)) ^ 4 = (2 / N) ^ 2 := by rw [← hs]; ring
+  have hs4 : √(2 / (N : ℝ)) ^ 4 = (2 / N) ^ 2 := by
+    rw [show √(2 / (N : ℝ)) ^ 4 = (√(2 / (N : ℝ)) ^ 2) ^ 2 from pow_mul _ 2 2, hs]
   -- cos⁴ + sin⁴ contains only a constant and the fourth harmonic
   have quartic : ∀ y : ℝ, cos y ^ 4 + sin y ^ 4 = 3 / 4 + cos (4 * y) / 4 := by
```
